# On $T\ge 0$, Taylor interpolation of tabulated Boys functions has an error bound independent of the grid point

Without an error bound that holds along the whole table, a Boys-function table can pass my spot checks and still be too coarse at some argument I never tried. The error then goes straight into my Gaussian integrals. I interpolate

$$F_n(T)=\int_0^1 t^{2n}e^{-Tt^2}\,dt$$

from a stored point $x_0$ by a Taylor polynomial of degree $m$, using $F_n'=-F_{n+1}$. I believe that for $x_0\ge0$ and $x_0+h\ge0$ the error is at most $|h|^{m+1}/\big((m+1)!\,(2n+2m+3)\big)$, wherever $x_0$ lies. Can this be made rigorous and machine-checked?

## The remainder inherits the derivative rule

Yes. Differentiating the integrand in $T$ brings down $-t^2$, which turns $t^{2n}$ into $-t^{2n+2}$. This may be done under the integral because, for arguments within 1 of $T$, the differentiated integrand is at most $e^{|T|+1}$ in size. Hence $F_n'=-F_{n+1}$.

For $N$ Taylor terms, define the remainder

$$R_{n,N}(h)=F_n(x_0+h)-\sum_{k=0}^{N-1}F_{n+k}(x_0)\frac{(-h)^k}{k!}.$$

The claim is $|R_{n,N}(h)|\le |h|^N/\big(N!\,(2n+2N+1)\big)$, by induction on $N$.

For $N=0$ the sum is empty, and since $x_0+h\ge0$,

$$0\le F_n(x_0+h)\le F_n(0)=\int_0^1t^{2n}\,dt=\frac1{2n+1}.$$

For the step, the $k=0$ term of the sum is constant in $h$, and for $k\ge1$ the derivative of $(-h)^k/k!$ is $-(-h)^{k-1}/(k-1)!$. Shifting the index gives $R_{n,N+1}'=-R_{n+1,N}$, and $R_{n,N+1}(0)=0$. Therefore

$$R_{n,N+1}(h)=-h\int_0^1R_{n+1,N}(uh)\,du.$$

The point $x_0+uh=(1-u)x_0+u(x_0+h)$ is nonnegative, so the induction hypothesis applies for either sign of $h$:

$$|R_{n,N+1}(h)|\le\frac{|h|^{N+1}}{N!\,(2n+2N+3)}\int_0^1u^N\,du=\frac{|h|^{N+1}}{(N+1)!\,(2n+2N+3)}.$$

Setting $N=m+1$ gives your bound.

**A case by hand.** Take $n=0$, $m=1$, $x_0=0$, $h=0.1$. The polynomial gives $1-0.1/3\approx0.966667$, while $F_0(0.1)\approx0.967643$. The error is about $0.000977$; the bound is $0.01/(2\cdot5)=0.001$. With spacing $0.2$, the same $0.001$ covers every $T\ge0$ when you expand from the nearest grid point.

## What the theorems say

`boys n T` is the integral above, for natural `n` and any real `T`. `hasDerivAt_boys` states the derivative rule at every real argument. In `boys_taylor_error`, `Finset.range (m + 1)` means $k=0,\dots,m$, and `hx` and `hh` are the two sign conditions.

`boys_grid_error` treats the grid $0,d,2d,\dots$ with $d>0$: every $T\ge0$ has a grid point within $d/2$ from which the error is at most the bound with $|h|$ replaced by $d/2$. `boys_taylor_error_sharp` bounds the error from below at $x_0=0$, $h\ge0$, by the upper bound minus a term of order $h^{m+2}$. Letting $h\to0^+$ then shows that no smaller constant would serve all grid points.

Boys functions enter nuclear-attraction and electron-repulsion integrals over Gaussian orbitals; the theorems control their interpolation error in exact arithmetic with exact table entries, so rounding needs its own estimate. The grid is also unbounded, whereas a stored table ends somewhere.

In Lean 4 with Mathlib:

```lean
import Mathlib

namespace BoysTabulation

noncomputable section

/-- The Boys function `F_n(T)`, the integral of `t^(2n) exp(-T t^2)` over `[0,1]`. -/
def boys (n : ℕ) (T : ℝ) : ℝ :=
  ∫ t in (0 : ℝ)..1, t ^ (2 * n) * Real.exp (-T * t ^ 2)

/-- At zero argument the Boys function equals `1/(2n+1)`. -/
theorem boys_zero (n : ℕ) : boys n 0 = 1 / (2 * (n : ℝ) + 1) := by
  simp [boys, integral_pow]

/-- The derivative of the Boys function `F_n` is `-F_(n+1)`. -/
theorem hasDerivAt_boys (n : ℕ) (T : ℝ) :
    HasDerivAt (boys n) (-boys (n + 1) T) T := by
  have hc : ∀ (k : ℕ) (x : ℝ),
      Continuous (fun t : ℝ => t ^ (2 * k) * Real.exp (-x * t ^ 2)) := by
    intro k x
    fun_prop
  -- near `T` the differentiated integrand is bounded by a constant
  have hbound : ∀ t ∈ Set.uIoc (0 : ℝ) 1, ∀ x ∈ Metric.ball T 1,
      ‖-(t ^ (2 * (n + 1)) * Real.exp (-x * t ^ 2))‖ ≤ Real.exp (|T| + 1) := by
    intro t ht x hx
    rw [Set.uIoc_of_le zero_le_one] at ht
    rw [Metric.mem_ball, Real.dist_eq] at hx
    have ht0 : 0 < t := ht.1
    have ht2 : t ^ 2 ≤ 1 := pow_le_one₀ ht0.le ht.2
    have hxT : -x ≤ |T| + 1 := by linarith [neg_abs_le (x - T), neg_abs_le T]
    have hT : 0 ≤ |T| + 1 := by positivity
    have he : -x * t ^ 2 ≤ |T| + 1 := by
      nlinarith [mul_le_mul_of_nonneg_right hxT (sq_nonneg t),
        mul_le_mul_of_nonneg_left ht2 hT]
    rw [norm_neg, Real.norm_of_nonneg (by positivity)]
    calc t ^ (2 * (n + 1)) * Real.exp (-x * t ^ 2)
        ≤ 1 * Real.exp (|T| + 1) :=
          mul_le_mul (pow_le_one₀ ht0.le ht.2) (Real.exp_le_exp.2 he)
            (Real.exp_pos _).le zero_le_one
      _ = Real.exp (|T| + 1) := one_mul _
  have hdiff : ∀ t x : ℝ, HasDerivAt (fun y : ℝ => t ^ (2 * n) * Real.exp (-y * t ^ 2))
      (-(t ^ (2 * (n + 1)) * Real.exp (-x * t ^ 2))) x := by
    intro t x
    have h1 : HasDerivAt (fun y : ℝ => -y * t ^ 2) (-1 * t ^ 2) x :=
      (hasDerivAt_neg x).mul_const (t ^ 2)
    exact (h1.exp.const_mul (t ^ (2 * n))).congr_deriv (by ring)
  have key := (intervalIntegral.hasDerivAt_integral_of_dominated_loc_of_deriv_le
    (μ := MeasureTheory.volume) (a := 0) (b := 1)
    (F := fun x t : ℝ => t ^ (2 * n) * Real.exp (-x * t ^ 2))
    (F' := fun x t : ℝ => -(t ^ (2 * (n + 1)) * Real.exp (-x * t ^ 2)))
    (x₀ := T) (s := Metric.ball T 1) (bound := fun _ => Real.exp (|T| + 1))
    (Metric.ball_mem_nhds T one_pos)
    (Filter.Eventually.of_forall fun x => (hc n x).aestronglyMeasurable)
    ((hc n T).intervalIntegrable 0 1)
    (hc (n + 1) T).neg.aestronglyMeasurable
    (Filter.Eventually.of_forall hbound)
    (continuous_const.intervalIntegrable 0 1)
    (Filter.Eventually.of_forall fun t _ x _ => hdiff t x)).2
  rw [intervalIntegral.integral_neg] at key
  exact key

/-- The `k`-th derivative of `F_n` is `(-1)^k F_(n+k)`. -/
theorem iteratedDeriv_boys (n k : ℕ) :
    iteratedDeriv k (boys n) = fun T => (-1) ^ k * boys (n + k) T := by
  induction k with
  | zero => simp
  | succ k ih =>
    rw [iteratedDeriv_succ, ih]
    funext T
    rw [((hasDerivAt_boys (n + k) T).const_mul ((-1) ^ k)).deriv, ← add_assoc, pow_succ]
    ring

/-- Differentiating the Taylor polynomial of `F_n` in the displacement `h` gives minus the
Taylor polynomial of `F_(n+1)` with one term fewer. -/
theorem hasDerivAt_taylor (n N : ℕ) (x0 h : ℝ) :
    HasDerivAt
      (fun y => ∑ k ∈ Finset.range (N + 1), boys (n + k) x0 * (-y) ^ k / (k.factorial : ℝ))
      (-∑ k ∈ Finset.range N, boys (n + 1 + k) x0 * (-h) ^ k / (k.factorial : ℝ)) h := by
  induction N with
  | zero => simpa using hasDerivAt_const h (boys n x0)
  | succ N ih =>
    have ht : HasDerivAt
        (fun y => boys (n + (N + 1)) x0 * (-y) ^ (N + 1) / ((N + 1).factorial : ℝ))
        (-(boys (n + 1 + N) x0 * (-h) ^ N / (N.factorial : ℝ))) h := by
      refine ((((hasDerivAt_neg h).fun_pow (N + 1)).const_mul
        (boys (n + (N + 1)) x0)).div_const ((N + 1).factorial : ℝ)).congr_deriv ?_
      rw [show n + 1 + N = n + (N + 1) by ring, Nat.factorial_succ, Nat.add_sub_cancel]
      push_cast
      rw [neg_div', div_eq_div_iff (by positivity) (by positivity)]
      ring
    refine ((ih.fun_add ht).congr_deriv ?_).congr_of_eventuallyEq
      (Filter.Eventually.of_forall fun y => Finset.sum_range_succ _ _)
    rw [Finset.sum_range_succ, neg_add]

/-- Tabulation error: for `x0 ≥ 0` and `x0 + h ≥ 0`, the Taylor polynomial of degree `m` at `x0`
reproduces `F_n(x0 + h)` to within `|h|^(m+1) / ((m+1)! (2n+2m+3))`. -/
theorem boys_taylor_error (n m : ℕ) {x0 h : ℝ} (hx : 0 ≤ x0) (hh : 0 ≤ x0 + h) :
    |boys n (x0 + h) -
        ∑ k ∈ Finset.range (m + 1), boys (n + k) x0 * (-h) ^ k / (k.factorial : ℝ)|
      ≤ |h| ^ (m + 1) / (((m + 1).factorial : ℝ) * (2 * n + 2 * m + 3)) := by
  -- induction on the number `N` of Taylor terms, for all orders and displacements at once
  have aux : ∀ (N n : ℕ) (h : ℝ), 0 ≤ x0 + h →
      |boys n (x0 + h) -
          ∑ k ∈ Finset.range N, boys (n + k) x0 * (-h) ^ k / (k.factorial : ℝ)|
        ≤ |h| ^ N / ((N.factorial : ℝ) * (2 * n + 2 * (N : ℝ) + 1)) := by
    intro N
    induction N with
    | zero =>
      intro n h hh
      have h0 : 0 ≤ boys n (x0 + h) :=
        intervalIntegral.integral_nonneg zero_le_one
          fun t ht => mul_nonneg (pow_nonneg ht.1 _) (Real.exp_pos _).le
      have h1 : boys n (x0 + h) ≤ boys n 0 := by
        refine intervalIntegral.integral_mono_on zero_le_one
          (Continuous.intervalIntegrable (by fun_prop) 0 1)
          (Continuous.intervalIntegrable (by fun_prop) 0 1) fun t ht => ?_
        refine mul_le_mul_of_nonneg_left (Real.exp_le_exp.2 ?_) (pow_nonneg ht.1 _)
        nlinarith [mul_nonneg hh (sq_nonneg t)]
      rw [boys_zero] at h1
      simpa [abs_of_nonneg h0] using h1
    | succ N ih =>
      intro n h hh
      obtain ⟨G, hG⟩ : ∃ G : ℝ → ℝ, G = fun y => boys n (x0 + y) -
          ∑ k ∈ Finset.range (N + 1), boys (n + k) x0 * (-y) ^ k / (k.factorial : ℝ) :=
        ⟨_, rfl⟩
      have hG0 : G 0 = 0 := by simp [hG, Finset.sum_range_succ']
      -- the slope of the remainder is minus the remainder of the next Boys function
      have hG' : ∀ y, HasDerivAt G (-(boys (n + 1) (x0 + y) -
          ∑ k ∈ Finset.range N, boys (n + 1 + k) x0 * (-y) ^ k / (k.factorial : ℝ))) y := by
        intro y
        rw [hG]
        exact (((hasDerivAt_boys n (x0 + y)).comp_const_add x0 y).fun_sub
          (hasDerivAt_taylor n N x0 y)).congr_deriv (by ring)
      have hφ : ∀ u : ℝ, HasDerivAt (fun u => G (u * h)) (-(boys (n + 1) (x0 + u * h) -
          ∑ k ∈ Finset.range N,
            boys (n + 1 + k) x0 * (-(u * h)) ^ k / (k.factorial : ℝ)) * h) u :=
        fun u => (hG' (u * h)).comp u (hasDerivAt_mul_const h)
      have hB : ∀ u : ℝ, HasDerivAt
          (fun u => |h| ^ (N + 1) * u ^ (N + 1) /
            (((N + 1).factorial : ℝ) * (2 * n + 2 * ((N + 1 : ℕ) : ℝ) + 1)))
          (|h| ^ (N + 1) * u ^ N / ((N.factorial : ℝ) * (2 * n + 2 * N + 3))) u := by
        intro u
        refine (((hasDerivAt_pow (N + 1) u).const_mul (|h| ^ (N + 1))).div_const
          _).congr_deriv ?_
        rw [Nat.factorial_succ, Nat.add_sub_cancel]
        push_cast
        rw [div_eq_div_iff (by positivity) (by positivity)]
        ring
      -- compare the growth of the remainder and of the bound along the segment from `x0` to `x0 + h`
      have key := image_norm_le_of_norm_deriv_right_le_deriv_boundary (a := 0) (b := 1)
        (fun u _ => (hφ u).continuousAt.continuousWithinAt)
        (fun u _ => (hφ u).hasDerivWithinAt) (by simp [hG0]) hB
        (by
          intro u hu
          have hpos : 0 ≤ x0 + u * h := by
            nlinarith [mul_nonneg (sub_nonneg.2 hu.2.le) hx, mul_nonneg hu.1 hh]
          rw [Real.norm_eq_abs, abs_mul, abs_neg]
          refine (mul_le_mul_of_nonneg_right (ih (n + 1) (u * h) hpos)
            (abs_nonneg h)).trans_eq ?_
          rw [abs_mul, abs_of_nonneg hu.1, mul_pow]
          push_cast
          ring)
        (Set.right_mem_Icc.2 zero_le_one)
      simp only [one_mul, one_pow, mul_one, Real.norm_eq_abs] at key
      rw [hG] at key
      exact key
  have e : 2 * (n : ℝ) + 2 * ((m + 1 : ℕ) : ℝ) + 1 = 2 * n + 2 * m + 3 := by
    push_cast
    ring
  have main := aux (m + 1) n h hh
  rwa [e] at main

/-- On a table with spacing `d`, every `T ≥ 0` has a grid point `j d` within `d/2` from which the
Taylor polynomial of degree `m` gives `F_n(T)` to within `(d/2)^(m+1) / ((m+1)! (2n+2m+3))`. -/
theorem boys_grid_error (n m : ℕ) {d T : ℝ} (hd : 0 < d) (hT : 0 ≤ T) :
    ∃ j : ℕ, |T - j * d| ≤ d / 2 ∧
      |boys n T - ∑ k ∈ Finset.range (m + 1),
          boys (n + k) (j * d) * (-(T - j * d)) ^ k / (k.factorial : ℝ)|
        ≤ (d / 2) ^ (m + 1) / (((m + 1).factorial : ℝ) * (2 * n + 2 * m + 3)) := by
  -- round `T / d` to the nearest natural number
  have hq : T / d * d = T := div_mul_cancel₀ T hd.ne'
  have h1 := Nat.floor_le (show 0 ≤ T / d + 1 / 2 by positivity)
  have h2 := Nat.lt_floor_add_one (T / d + 1 / 2)
  generalize ⌊T / d + 1 / 2⌋₊ = j at h1 h2
  have hj : |T - j * d| ≤ d / 2 := by
    rw [abs_le]
    constructor
    · nlinarith [mul_le_mul_of_nonneg_right h1 hd.le]
    · nlinarith [mul_le_mul_of_nonneg_right h2.le hd.le]
  refine ⟨j, hj, ?_⟩
  have e : (j : ℝ) * d + (T - j * d) = T := by ring
  have key := boys_taylor_error n m (x0 := j * d) (h := T - j * d) (by positivity)
    (by rw [e]; exact hT)
  rw [e] at key
  refine key.trans ?_
  gcongr

/-- At `x0 = 0` and `h ≥ 0` the Taylor error of degree `m` is at least
`h^(m+1) / ((m+1)! (2n+2m+3))` minus `h^(m+2) / ((m+2)! (2n+2m+5))`. -/
theorem boys_taylor_error_sharp (n m : ℕ) {h : ℝ} (hh : 0 ≤ h) :
    h ^ (m + 1) / (((m + 1).factorial : ℝ) * (2 * n + 2 * m + 3)) -
        h ^ (m + 2) / (((m + 2).factorial : ℝ) * (2 * n + 2 * m + 5))
      ≤ |boys n h -
          ∑ k ∈ Finset.range (m + 1), boys (n + k) 0 * (-h) ^ k / (k.factorial : ℝ)| := by
  have e : 2 * (n : ℝ) + 2 * ((m + 1 : ℕ) : ℝ) + 3 = 2 * n + 2 * m + 5 := by
    push_cast
    ring
  have key := boys_taylor_error n (m + 1) (x0 := 0) (h := h) le_rfl (by linarith)
  rw [e, zero_add, abs_of_nonneg hh, Finset.sum_range_succ, sub_add_eq_sub_sub,
    abs_sub_comm] at key
  -- the first omitted Taylor term has exactly the size of the error bound
  have ha : |boys (n + (m + 1)) 0 * (-h) ^ (m + 1) / ((m + 1).factorial : ℝ)|
      = h ^ (m + 1) / (((m + 1).factorial : ℝ) * (2 * n + 2 * m + 3)) := by
    have hp : (0 : ℝ) ≤ 1 / (2 * ((n + (m + 1) : ℕ) : ℝ) + 1) := by positivity
    rw [boys_zero, abs_div, abs_mul, abs_pow, abs_neg, abs_of_nonneg hh,
      abs_of_nonneg hp, Nat.abs_cast]
    have e2 : 2 * ((n + (m + 1) : ℕ) : ℝ) + 1 = 2 * n + 2 * m + 3 := by
      push_cast
      ring
    rw [e2, div_mul_eq_mul_div, one_mul, div_div, mul_comm ((m + 1).factorial : ℝ)]
  rw [← ha, sub_le_comm]
  exact (abs_sub_abs_le_abs_sub _ _).trans key

end

end BoysTabulation
```

```lean
#print axioms BoysTabulation.iteratedDeriv_boys
#print axioms BoysTabulation.boys_grid_error
#print axioms BoysTabulation.boys_taylor_error_sharp
```

```
'BoysTabulation.iteratedDeriv_boys' depends on axioms: [propext, Classical.choice, Quot.sound]
'BoysTabulation.boys_grid_error' depends on axioms: [propext, Classical.choice, Quot.sound]
'BoysTabulation.boys_taylor_error_sharp' depends on axioms: [propext, Classical.choice, Quot.sound]
```

## How the proof follows the calculation

In `hasDerivAt_boys`, `hbound` is the bound $e^{|T|+1}$ and `hdiff` differentiates the integrand; Mathlib's dominated-differentiation theorem combines them. `iteratedDeriv_boys` repeats the rule, confirming that the coefficients are the Taylor coefficients. `hasDerivAt_taylor` does the index shift, adding one term at a time.

Inside `boys_taylor_error`, `aux` is the induction on $N$, stated for all $n$ and $h$ because the step needs $n+1$ and $uh$. `G` is the remainder, `hG'` its derivative rule, and `hφ` restricts it to the segment. Instead of evaluating an integral, the proof compares growth rates: `hB` differentiates the proposed bound in $u$, and `image_norm_le_of_norm_deriv_right_le_deriv_boundary` concludes that the remainder stays below it up to $u=1$.

`boys_grid_error` rounds $T/d$ to the nearest natural number and applies this bound. For the lower estimate, `ha` computes the first omitted term, whose size equals the upper bound exactly; the theorem at degree $m+1$ controls what is left, and the reverse triangle inequality finishes.
